# Bisection for the chemical potential of finitely many positive-weight poles: convergence and error bounds from a valid bracket

Take one pole at energy 0 with weight 1, at inverse temperature β > 0. At chemical potential μ it holds

N(μ) = 1/(1 + exp(−βμ))

particles. Suppose we want N = 1/2, which happens at μ = 0, and we know only that μ lies between −1 and 2. The midpoint 1/2 holds too many particles, so it becomes the new upper end. The next midpoint, −1/4, holds too few, so it becomes the new lower end. Each step halves the bracket, and the answer stays inside.

The same works for any nonempty finite set of poles with positive weights. In a self-consistent GW calculation, such a search can restore the particle number after each update of the Green's function. The theorems here apply if the poles and weights stay fixed while μ varies. They do not cover a search that solves the Dyson equation again at each trial μ, with the self-energy held fixed at the Matsubara frequencies, because the poles and weights can then change with μ. Convergence of the GW cycle itself is not addressed either.

## Poles, occupations and particle number

In Lean 4 with Mathlib:

```lean
import Mathlib

open Filter Topology

namespace ChemicalPotentialBisection

noncomputable section

variable {ι : Type*}
```

Mathlib supplies the analysis. The type `ι` contains the labels of the poles.

```lean
/-- Fermi occupation of a pole at energy `E` for inverse temperature `β` and chemical
potential `μ`. -/
def occupation (β E μ : ℝ) : ℝ := 1 / (1 + Real.exp (β * (E - μ)))
```

This is the Fermi occupation of a pole at energy E:

f(E, μ) = 1/(1 + exp(β(E − μ))).

All quantities are exact real numbers, so rounding errors are absent. Energies and μ share one unit, and β has its inverse.

```lean
/-- Particle number carried by the poles `E j` with weights `w j`. -/
def particleNumber (s : Finset ι) (w E : ι → ℝ) (β μ : ℝ) : ℝ :=
  ∑ j ∈ s, w j * occupation β (E j) μ
```

The finite set `s` selects the poles, and the particle number is

N(μ) = Σ_j w_j f(E_j, μ).

A weight may include spin degeneracy and need not be at most 1.

## The search as an update rule

```lean
/-- One bisection step: the midpoint replaces the lower end of the bracket if it holds at most
the target number, and the upper end otherwise. -/
def bisectStep (N : ℝ → ℝ) (target : ℝ) (p : ℝ × ℝ) : ℝ × ℝ :=
  if N ((p.1 + p.2) / 2) ≤ target then ((p.1 + p.2) / 2, p.2) else (p.1, (p.1 + p.2) / 2)
```

A bracket is a pair `p`, with lower end `p.1` and upper end `p.2`. If the midpoint holds at most the target number, it replaces the lower end; otherwise it replaces the upper end.

```lean
/-- The bracket after `n` bisection steps, starting from the ends `a` and `b`. -/
def bracket (N : ℝ → ℝ) (target a b : ℝ) : ℕ → ℝ × ℝ
  | 0 => (a, b)
  | n + 1 => bisectStep N target (bracket N target a b n)
```

The bracket after n steps is defined by recursion: step 0 is (a, b), and each further step applies `bisectStep`.

```lean
/-- The trial chemical potential after `n` steps: the midpoint of the current bracket. -/
def trial (N : ℝ → ℝ) (target a b : ℝ) (n : ℕ) : ℝ :=
  ((bracket N target a b n).1 + (bracket N target a b n).2) / 2
```

The trial value is the midpoint of the current bracket. Thus `trial` at n = 0 is already (a + b)/2.

```lean
/-- The shift `log (target / (W - target)) / β` of the starting bracket, for total weight `W`,
`0 < target < W` and `β > 0`. -/
def startShift (β W target : ℝ) : ℝ := Real.log (target / (W - target)) / β
```

With total weight W = Σ_j w_j and target number t, this defines the energy shift

δ = log(t/(W − t))/β,

which will supply a starting bracket.

## How fast the occupation can change

```lean
/-- The occupation `f` of a pole changes with the chemical potential at the rate
`β f (1 - f)`. -/
theorem occupation_hasDerivAt (β E μ : ℝ) :
    HasDerivAt (occupation β E) (β * occupation β E μ * (1 - occupation β E μ)) μ := by
  have h1 : HasDerivAt (fun x : ℝ => β * (E - x)) (β * (-1)) μ :=
    ((hasDerivAt_id' μ).const_sub E).const_mul β
  have hpos : 1 + Real.exp (β * (E - μ)) ≠ 0 := by positivity
  have h2 := (hasDerivAt_const μ (1 : ℝ)).fun_div (h1.exp.const_add 1) hpos
  refine h2.congr_deriv ?_
  unfold occupation
  simp only [div_eq_mul_inv, ← inv_pow]
  linear_combination β * (1 + Real.exp (β * (E - μ)))⁻¹ * mul_inv_cancel₀ hpos
```

`HasDerivAt` says that a function has the stated derivative at a point. By hand, put x = exp(β(E − μ)), so that f = 1/(1 + x) and dx/dμ = −βx. Then

df/dμ = βx/(1 + x)² = βf(1 − f),

because x/(1 + x) = 1 − f. In the proof, `h1` differentiates the exponent, `h2` applies the quotient rule, and `linear_combination` does the final algebra.

```lean
/-- At positive temperature the occupation of a pole rises strictly with the chemical
potential. -/
theorem occupation_strictMono {β : ℝ} (hβ : 0 < β) (E : ℝ) : StrictMono (occupation β E) := by
  intro x y hxy
  have h : β * (E - y) < β * (E - x) := mul_lt_mul_of_pos_left (by linarith) hβ
  have h' := Real.exp_lt_exp.mpr h
  exact one_div_lt_one_div_of_lt (by positivity) (by linarith)
```

For β > 0, raising μ lowers β(E − μ), hence the exponential and the denominator. The occupation therefore rises strictly, and the proof follows these steps.

```lean
/-- For positive weights and `β > 0`, a change of the chemical potential changes the particle number
by at most `β W / 4` times as much, where `W` is the total weight. -/
theorem particleNumber_lipschitz {s : Finset ι} {w : ι → ℝ} (E : ι → ℝ) {β : ℝ}
    (hw : ∀ j ∈ s, 0 < w j) (hβ : 0 < β) (x y : ℝ) :
    |particleNumber s w E β x - particleNumber s w E β y|
      ≤ β * (∑ j ∈ s, w j) / 4 * |x - y| := by
  -- a single pole: the slope `β f (1 - f)` is at most `β / 4`
  have hocc : ∀ e : ℝ, |occupation β e x - occupation β e y| ≤ β / 4 * |x - y| := by
    intro e
    have hb : ∀ z ∈ (Set.univ : Set ℝ),
        ‖β * occupation β e z * (1 - occupation β e z)‖ ≤ β / 4 := by
      intro z _
      have h0 : 0 ≤ occupation β e z := by unfold occupation; positivity
      have h1 : occupation β e z ≤ 1 := by
        unfold occupation
        rw [div_le_one (by positivity)]
        linarith [Real.exp_pos (β * (e - z))]
      rw [Real.norm_eq_abs, abs_of_nonneg (mul_nonneg (mul_nonneg hβ.le h0) (by linarith))]
      nlinarith [mul_nonneg hβ.le (sq_nonneg (occupation β e z - 1 / 2))]
    have h := Convex.norm_image_sub_le_of_norm_hasDerivWithin_le
      (fun z _ => (occupation_hasDerivAt β e z).hasDerivWithinAt) hb convex_univ
      (Set.mem_univ y) (Set.mem_univ x)
    simpa only [Real.norm_eq_abs] using h
  unfold particleNumber
  rw [← Finset.sum_sub_distrib]
  calc |∑ j ∈ s, (w j * occupation β (E j) x - w j * occupation β (E j) y)|
      ≤ ∑ j ∈ s, |w j * occupation β (E j) x - w j * occupation β (E j) y| :=
        Finset.abs_sum_le_sum_abs _ _
    _ ≤ ∑ j ∈ s, w j * (β / 4 * |x - y|) := by
        refine Finset.sum_le_sum fun j hj => ?_
        rw [← mul_sub, abs_mul, abs_of_pos (hw j hj)]
        exact mul_le_mul_of_nonneg_left (hocc (E j)) (hw j hj).le
    _ = β * (∑ j ∈ s, w j) / 4 * |x - y| := by
        rw [← Finset.sum_mul]
        ring
```

The hypothesis `hw` says that every selected pole has positive weight. The claim is

|N(x) − N(y)| ≤ (βW/4)|x − y|.

For one pole, f(1 − f) = 1/4 − (f − 1/2)² ≤ 1/4, so the slope is at most β/4. The mean value inequality turns this into |f(E, x) − f(E, y)| ≤ (β/4)|x − y|, which is `hocc`. The `calc` block then applies the triangle inequality and sums over the poles with their weights.

## Half the width, same target

```lean
/-- After `n` bisection steps the bracket has shrunk by the factor `2 ^ n`. -/
theorem bracket_width (N : ℝ → ℝ) (target a b : ℝ) (n : ℕ) :
    (bracket N target a b n).2 - (bracket N target a b n).1 = (b - a) / 2 ^ n := by
  induction n with
  | zero => simp [bracket]
  | succ n ih =>
    rw [pow_succ, ← div_div, ← ih]
    by_cases h : N (((bracket N target a b n).1 + (bracket N target a b n).2) / 2) ≤ target
    · simp only [bracket, bisectStep, if_pos h]
      ring
    · simp only [bracket, bisectStep, if_neg h]
      ring
```

If the ends are l and u and the midpoint is m = (l + u)/2, then u − m = m − l = (u − l)/2. Either choice halves the width, so after n steps it is (b − a)/2ⁿ. The proof is by induction on n, with `by_cases` separating the two choices. It holds for any function N.

```lean
/-- If `N` is at most the target at the starting end `a` and at least the target at `b`, then after
any number of bisection steps it is still at most the target at the first end of the bracket and at
least the target at the second. -/
theorem bracket_encloses {N : ℝ → ℝ} {target a b : ℝ} (ha : N a ≤ target) (hb : target ≤ N b)
    (n : ℕ) :
    N (bracket N target a b n).1 ≤ target ∧ target ≤ N (bracket N target a b n).2 := by
  induction n with
  | zero => exact ⟨ha, hb⟩
  | succ n ih =>
    by_cases h : N (((bracket N target a b n).1 + (bracket N target a b n).2) / 2) ≤ target
    · simp only [bracket, bisectStep, if_pos h]
      exact ⟨h, ih.2⟩
    · simp only [bracket, bisectStep, if_neg h]
      exact ⟨ih.1, (not_le.mp h).le⟩
```

Suppose N(l) ≤ t ≤ N(u). If N(m) ≤ t, then m is a valid lower end; if N(m) > t, it is a valid upper end. Induction carries this through all steps, without continuity or monotonicity.

## Convergence to the target number

```lean
/-- For a nonempty finite set of poles with positive weights and for `β > 0`, bisection from any
bracket of the target number converges to a chemical potential that gives this number, with explicit
bounds on the errors of the chemical potential and of the particle number after `n` steps. -/
theorem bisection_converges {s : Finset ι} {w : ι → ℝ} (E : ι → ℝ) {β target a b : ℝ}
    (hs : s.Nonempty) (hw : ∀ j ∈ s, 0 < w j) (hβ : 0 < β)
    (ha : particleNumber s w E β a ≤ target) (hb : target ≤ particleNumber s w E β b) :
    ∃ μ, particleNumber s w E β μ = target ∧
      (∀ n, |trial (particleNumber s w E β) target a b n - μ| ≤ (b - a) / 2 ^ (n + 1)) ∧
      (∀ n, |particleNumber s w E β (trial (particleNumber s w E β) target a b n) - target|
        ≤ β * (∑ j ∈ s, w j) / 4 * ((b - a) / 2 ^ (n + 1))) ∧
      Tendsto (trial (particleNumber s w E β) target a b) atTop (𝓝 μ) := by
  have hmono : StrictMono (particleNumber s w E β) := fun x y hxy =>
    Finset.sum_lt_sum_of_nonempty hs fun j hj =>
      mul_lt_mul_of_pos_left (occupation_strictMono hβ (E j) hxy) (hw j hj)
  have hcont : Continuous (particleNumber s w E β) :=
    continuous_finsetSum s fun j _ => continuous_const.mul
      (continuous_iff_continuousAt.mpr fun x => (occupation_hasDerivAt β (E j) x).continuousAt)
  have hab : a ≤ b := hmono.le_iff_le.mp (ha.trans hb)
  obtain ⟨μ, -, hμ⟩ := intermediate_value_Icc hab hcont.continuousOn ⟨ha, hb⟩
  -- monotonicity keeps the solution inside every bracket
  have herr : ∀ n, |trial (particleNumber s w E β) target a b n - μ|
      ≤ (b - a) / 2 ^ (n + 1) := by
    intro n
    obtain ⟨h1, h2⟩ := bracket_encloses ha hb n
    have h3 := hmono.le_iff_le.mp (h1.trans hμ.ge)
    have h4 := hmono.le_iff_le.mp (hμ.le.trans h2)
    rw [pow_succ, ← div_div, ← bracket_width (particleNumber s w E β) target a b n, abs_le]
    unfold trial
    constructor <;> linarith
  refine ⟨μ, hμ, herr, fun n => ?_, ?_⟩
  · have h := particleNumber_lipschitz E hw hβ
      (trial (particleNumber s w E β) target a b n) μ
    rw [hμ] at h
    have hW : 0 ≤ ∑ j ∈ s, w j := Finset.sum_nonneg fun j hj => (hw j hj).le
    exact h.trans (mul_le_mul_of_nonneg_left (herr n) (by positivity))
  · have e : (fun n : ℕ => (b - a) / 2 ^ (n + 1)) = fun n => (b - a) / 2 * (1 / 2) ^ n := by
      funext n
      rw [pow_succ, one_div_pow]
      field_simp
    have hlim : Tendsto (fun n : ℕ => (b - a) / 2 ^ (n + 1)) atTop (𝓝 0) := by
      have h := (tendsto_pow_atTop_nhds_zero_of_lt_one (r := (1 / 2 : ℝ))
        (by norm_num) (by norm_num)).const_mul ((b - a) / 2)
      rw [mul_zero] at h
      rw [e]
      exact h
    exact tendsto_iff_norm_sub_tendsto_zero.mpr
      (squeeze_zero (fun _ => norm_nonneg _) herr hlim)
```

The hypotheses `ha` and `hb` say N(a) ≤ t ≤ N(b). The conclusion gives a μ with N(μ) = t and, for every n,

|μ_n − μ| ≤ (b − a)/2ⁿ⁺¹,

|N(μ_n) − t| ≤ (βW/4)(b − a)/2ⁿ⁺¹,

where μ_n is the trial value. `Tendsto` adds that μ_n → μ.

By hand, N is a sum of continuous, strictly increasing terms (`hcont`, `hmono`). Hence N(a) ≤ N(b) forces a ≤ b, and the intermediate value theorem gives μ. At step n, N(l_n) ≤ N(μ) ≤ N(u_n) implies l_n ≤ μ ≤ u_n, so the midpoint is at most half a width from μ; this is `herr`. The slope bound converts it into the particle-number error, and squeezing the error between 0 and a sequence tending to 0 gives the limit. The theorem states existence only, but strict monotonicity also makes μ unique.

Without `hb` the search can fail silently. For the single pole of weight 1 and t = 1, every midpoint holds fewer than one particle, so for a < b the trial values move towards b, although no μ gives N(μ) = 1.

## A starting bracket from the pole energies

```lean
/-- For positive weights and `β > 0`, if all poles lie between `Emin` and `Emax`, these two
energies, moved by the starting shift, bracket any target number strictly between zero and the total
weight. -/
theorem explicit_bracket {s : Finset ι} {w E : ι → ℝ} {β target Emin Emax : ℝ}
    (hw : ∀ j ∈ s, 0 < w j) (hβ : 0 < β) (hE : ∀ j ∈ s, Emin ≤ E j ∧ E j ≤ Emax)
    (h0 : 0 < target) (h1 : target < ∑ j ∈ s, w j) :
    particleNumber s w E β (Emin + startShift β (∑ j ∈ s, w j) target) ≤ target ∧
      target ≤ particleNumber s w E β (Emax + startShift β (∑ j ∈ s, w j) target) := by
  have hW : (∑ j ∈ s, w j) ≠ 0 := (h0.trans h1).ne'
  have hsum : ∑ j ∈ s, w j * (target / ∑ i ∈ s, w i) = target := by
    rw [← Finset.sum_mul]
    field_simp
  generalize (∑ j ∈ s, w j) = W at *
  -- a pole has occupation `target / W` when `μ` lies above it by the starting shift
  have hocc : ∀ e, occupation β e (e + startShift β W target) = target / W := by
    intro e
    have hc : β * (Real.log (target / (W - target)) / β) = Real.log (target / (W - target)) := by
      field_simp
    have harg : β * (e - (e + Real.log (target / (W - target)) / β))
        = -Real.log (target / (W - target)) := by
      linear_combination -hc
    unfold occupation startShift
    rw [harg, Real.exp_neg, Real.exp_log (div_pos h0 (sub_pos.mpr h1)), inv_div, sub_div,
      div_self h0.ne', add_sub_cancel, one_div_div]
  constructor
  · refine le_trans (Finset.sum_le_sum fun j hj => ?_) hsum.le
    refine mul_le_mul_of_nonneg_left ?_ (hw j hj).le
    rw [← hocc (E j)]
    exact (occupation_strictMono hβ (E j)).monotone (by linarith [(hE j hj).1])
  · refine le_trans hsum.ge (Finset.sum_le_sum fun j hj => ?_)
    refine mul_le_mul_of_nonneg_left ?_ (hw j hj).le
    rw [← hocc (E j)]
    exact (occupation_strictMono hβ (E j)).monotone (by linarith [(hE j hj).2])

end

end ChemicalPotentialBisection
```

If all poles lie in [Emin, Emax] and 0 < t < W, the energies Emin + δ and Emax + δ bracket the target. The reason is that a pole at energy e, with μ = e + δ, has occupation

1/(1 + (W − t)/t) = t/W,

which is `hocc`. At μ = Emin + δ, every pole satisfies μ ≤ E_j + δ, so its occupation is at most t/W, and

N(Emin + δ) ≤ Σ_j w_j t/W = t.

The upper edge works the same way with the inequalities reversed. The width Emax − Emin does not depend on temperature; for a single pole with Emin = Emax it is zero, and the bracket is the solution itself.

```lean
#print axioms ChemicalPotentialBisection.bisection_converges
#print axioms ChemicalPotentialBisection.explicit_bracket
```

```
'ChemicalPotentialBisection.bisection_converges' depends on axioms: [propext, Classical.choice, Quot.sound]
'ChemicalPotentialBisection.explicit_bracket' depends on axioms: [propext, Classical.choice, Quot.sound]
```
